# For a master equation with escape rates at most 2/τ, a Crank-Nicolson step of length τ preserves probability distributions

A state decays irreversibly at rate k, and its population is propagated by the Crank-Nicolson method with time step τ = 4/k. After one step the computed survival probability is

(1 − τk/2) / (1 + τk/2) = (1 − 2) / (1 + 2) = −1/3.

The scheme is stable at this step, since the factor has magnitude below one, yet it has produced a negative population. A bound on τ excludes this, for any finite set of states with constant transition rates.

Let L_ij = −(rate from i to j) for i ≠ j, and let L_ii be the total escape rate from i. Write A = 1 + τL/2, B = 1 − τL/2 and P = A⁻¹B. If τ ≥ 0 and τ L_jj ≤ 2 for every j, then A is invertible, and P has nonnegative entries and row sums 1. This bears on master equations for level populations and on diffusion discretised by nearest-neighbour differences on a finite grid with reflecting or periodic ends, in both cases with time-independent rates; it does not concern the unitary step for a wavefunction, where L is replaced by iH/ħ with H the Hamiltonian.

## Rates, half-steps and the sign of L

The index type `n` is the finite set of states. `IsGenerator` collects the two conditions on L. Textbooks usually give the name "generator" to −L; here the sign is that of du/dt = −Lu, for a column u of values attached to the states. Probabilities are rows and obey dp/dt = −pL.

```lean
import Mathlib

open Matrix

namespace CrankNicolsonMarkov

noncomputable section

variable {n : Type*} [Fintype n] [DecidableEq n]

/-- A matrix `L` of transition rates, in the sign convention `du/dt = -L u`: its off-diagonal
entries are nonpositive and its rows sum to zero. -/
structure IsGenerator {n : Type*} [Fintype n] (L : Matrix n n ℝ) : Prop where
  offDiag : ∀ i j, i ≠ j → L i j ≤ 0
  rowSum : ∀ i, ∑ j, L i j = 0
```

The matrices A, B and P are `implicitFactor`, `explicitFactor` and `crankNicolson`. Lean's `⁻¹` returns the zero matrix when A is singular, so invertibility is stated as a result of its own.

```lean
/-- The implicit half-step matrix `1 + τ L / 2`. -/
def implicitFactor (τ : ℝ) (L : Matrix n n ℝ) : Matrix n n ℝ := 1 + (τ / 2) • L

/-- The explicit half-step matrix `1 - τ L / 2`. -/
def explicitFactor (τ : ℝ) (L : Matrix n n ℝ) : Matrix n n ℝ := 1 - (τ / 2) • L

/-- The Crank-Nicolson propagator `(1 + τ L / 2)⁻¹ (1 - τ L / 2)`, meaningful when
`1 + τ L / 2` is invertible. -/
def crankNicolson (τ : ℝ) (L : Matrix n n ℝ) : Matrix n n ℝ :=
  (implicitFactor τ L)⁻¹ * explicitFactor τ L
```

That a real system is described by such an L, with memoryless jumps among finitely many states, is a physical assumption that the hypotheses do not supply. Nor do the theorems say how close P is to exp(−τL).

In the examples below, matrix rows are separated by semicolons. The examples with a hypothesis removed are ordinary arithmetic; only the decay example at the end is formalised.

## Off-diagonal entries are nonpositive: no transition has a negative rate

This condition gives a minimum principle: if Ax ≥ 0 at every site, then x ≥ 0 at every site. Let i be a site where x is smallest. Since row i of L sums to zero,

(Lx)_i = Σ_j L_ij x_j = Σ_j L_ij (x_j − x_i) ≤ 0.

The term j = i vanishes, and every other term is a nonpositive entry times a nonnegative difference. Hence

0 ≤ (Ax)_i = x_i + (τ/2)(Lx)_i ≤ x_i,

and every other x_k is at least x_i.

```lean
/-- Minimum principle: for a generator `L` and `τ ≥ 0`, if `(1 + τ L / 2) x` is nonnegative
at every site, then so is `x`. -/
theorem minimum_principle {L : Matrix n n ℝ} (hL : IsGenerator L) {τ : ℝ} (hτ : 0 ≤ τ)
    {x : n → ℝ} (hx : ∀ i, 0 ≤ (implicitFactor τ L *ᵥ x) i) (k : n) : 0 ≤ x k := by
  -- look at a site where `x` is smallest
  obtain ⟨i, -, hi⟩ := Finset.exists_min_image Finset.univ x ⟨k, Finset.mem_univ k⟩
  have hflow : ∑ j, L i j * (x j - x i) ≤ 0 := by
    apply Finset.sum_nonpos
    intro j _
    by_cases h : i = j
    · subst h
      simp
    · have h1 := hL.offDiag i j h
      have h2 := hi j (Finset.mem_univ j)
      nlinarith
  have hsum : ∑ j, L i j * (x j - x i) = ∑ j, L i j * x j := by
    simp only [mul_sub, Finset.sum_sub_distrib, ← Finset.sum_mul, hL.rowSum i, zero_mul,
      sub_zero]
  have hrow : (implicitFactor τ L *ᵥ x) i = x i + τ / 2 * ∑ j, L i j * x j := by
    simp [implicitFactor, Matrix.mulVec, dotProduct, add_mul, Finset.sum_add_distrib,
      Matrix.one_apply, mul_assoc, Finset.mul_sum]
  have h0 := hx i
  rw [hrow] at h0
  rw [hsum] at hflow
  have hk := hi k (Finset.mem_univ k)
  nlinarith [mul_nonneg hτ (neg_nonneg.2 hflow)]
```

In the Lean proof, `hflow` is the inequality for the sum of differences, and `offDiag` enters there. `hsum` removes the x_i terms by the row sums, and `hrow` writes out (Ax)_i. The last `nlinarith` combines them with τ ≥ 0.

Without the sign condition, take L = [−1 1; 1 −1] and τ = 1. The rows sum to zero and the diagonal bound holds, but A = [1/2 1/2; 1/2 1/2] is singular.

## The time step is nonnegative: evolution runs forward

The sign of τ was used above to conclude that (τ/2)(Lx)_i ≤ 0. It therefore also supports invertibility. If Ax = Ay, then A(x − y) = 0 and A(y − x) = 0. The minimum principle gives x − y ≥ 0 and y − x ≥ 0, so x = y. A square matrix that is injective on vectors is invertible. No upper limit on τ is needed for this.

```lean
/-- For a generator `L` and any time step `τ ≥ 0`, the matrix `1 + τ L / 2` is invertible. -/
theorem implicitFactor_isUnit {L : Matrix n n ℝ} (hL : IsGenerator L) {τ : ℝ} (hτ : 0 ≤ τ) :
    IsUnit (implicitFactor τ L) := by
  rw [← Matrix.mulVec_injective_iff_isUnit]
  intro x y hxy
  have hxy' : implicitFactor τ L *ᵥ x = implicitFactor τ L *ᵥ y := hxy
  -- the minimum principle applies to the difference with either sign
  have h1 := minimum_principle hL hτ (x := x - y) (by
    intro i
    simp [Matrix.mulVec_sub, hxy'])
  have h2 := minimum_principle hL hτ (x := y - x) (by
    intro i
    simp [Matrix.mulVec_sub, hxy'])
  funext i
  have a := h1 i
  have b := h2 i
  simp only [Pi.sub_apply] at a b
  linarith
```

The Lean proof follows the same route: `h1` and `h2` are the two applications of the minimum principle. Invertibility then turns the definition of P into the equation AP = B.

```lean
/-- For a generator `L` and `τ ≥ 0`, the propagator `P` solves the Crank-Nicolson equation
`(1 + τ L / 2) P = 1 - τ L / 2`. -/
theorem crankNicolson_equation {L : Matrix n n ℝ} (hL : IsGenerator L) {τ : ℝ} (hτ : 0 ≤ τ) :
    implicitFactor τ L * crankNicolson τ L = explicitFactor τ L :=
  Matrix.mul_nonsing_inv_cancel_left _ _
    ((Matrix.isUnit_iff_isUnit_det _).1 (implicitFactor_isUnit hL hτ))
```

For a backward step, take L = [1 −1; −1 1] and τ = −1. Then A = [1/2 1/2; 1/2 1/2], which is singular.

## Rows sum to zero: probability is neither lost nor created

The escape rate from a state equals the sum of the rates into the other states. Besides its part in the minimum principle, this condition fixes the row sums of P. Let e be the column of ones. Then Le = 0, so Ae = e and Be = e, and

Pe = A⁻¹Be = A⁻¹e = A⁻¹Ae = e.

```lean
/-- For a generator `L` and any time step `τ ≥ 0`, the rows of the Crank-Nicolson propagator
sum to one. -/
theorem crankNicolson_rowSum {L : Matrix n n ℝ} (hL : IsGenerator L) {τ : ℝ} (hτ : 0 ≤ τ)
    (i : n) : ∑ j, crankNicolson τ L i j = 1 := by
  have hdet := (Matrix.isUnit_iff_isUnit_det _).1 (implicitFactor_isUnit hL hτ)
  -- both half-steps leave the constant vector unchanged
  have hA : implicitFactor τ L *ᵥ (fun _ => (1 : ℝ)) = fun _ => 1 := by
    funext i
    simp [implicitFactor, Matrix.mulVec, dotProduct, Finset.sum_add_distrib,
      Matrix.one_apply, ← Finset.mul_sum, hL.rowSum i]
  have hB : explicitFactor τ L *ᵥ (fun _ => (1 : ℝ)) = fun _ => 1 := by
    funext i
    simp [explicitFactor, Matrix.mulVec, dotProduct, Finset.sum_sub_distrib,
      Matrix.one_apply, ← Finset.mul_sum, hL.rowSum i]
  have h : crankNicolson τ L *ᵥ (fun _ => (1 : ℝ)) = fun _ => 1 := by
    calc crankNicolson τ L *ᵥ (fun _ => (1 : ℝ))
        = (implicitFactor τ L)⁻¹ *ᵥ (explicitFactor τ L *ᵥ (fun _ => (1 : ℝ))) := by
          rw [crankNicolson, Matrix.mulVec_mulVec]
      _ = (implicitFactor τ L)⁻¹ *ᵥ (implicitFactor τ L *ᵥ (fun _ => (1 : ℝ))) := by
          rw [hA, hB]
      _ = fun _ => 1 := by
          rw [Matrix.mulVec_mulVec, Matrix.nonsing_inv_mul _ hdet, Matrix.one_mulVec]
  simpa [Matrix.mulVec, dotProduct] using congrFun h i
```

`hA` and `hB` are the statements Ae = e and Be = e, and the `calc` block is the displayed chain.

If A is invertible and τ > 0, then Pe = e implies Be = Ae and hence Le = 0, so unit row sums require this hypothesis. A single state with loss, L = (1) and τ = 1, has P = (1/3).

## The diagonal bound: the step is at most twice the mean residence time of every state

When L_jj > 0, the mean residence time in state j is 1/L_jj, so the condition reads τ ≤ 2/L_jj. By hand it is used once, to make B entrywise nonnegative:

B_jj = 1 − τL_jj/2 ≥ 0,

B_kj = −τL_kj/2 ≥ 0 for k ≠ j.

Column j of AP = B says that A applied to column j of P is column j of B. The minimum principle then makes column j of P nonnegative.

```lean
/-- For a generator `L` and a time step `τ ≥ 0` with `τ L_jj ≤ 2` at every site, `1 + τ L / 2`
is invertible and the Crank-Nicolson propagator has nonnegative entries and row sums one. -/
theorem crankNicolson_stochastic {L : Matrix n n ℝ} (hL : IsGenerator L) {τ : ℝ}
    (hτ : 0 ≤ τ) (hstep : ∀ j, τ * L j j ≤ 2) :
    IsUnit (implicitFactor τ L) ∧ (∀ i j, 0 ≤ crankNicolson τ L i j) ∧
      ∀ i, ∑ j, crankNicolson τ L i j = 1 := by
  refine ⟨implicitFactor_isUnit hL hτ, fun i j => ?_, crankNicolson_rowSum hL hτ⟩
  -- apply the minimum principle to column `j` of the propagator
  refine minimum_principle hL hτ (x := fun k => crankNicolson τ L k j) (fun k => ?_) i
  have hcol : (implicitFactor τ L *ᵥ fun k => crankNicolson τ L k j) k
      = explicitFactor τ L k j := by
    rw [← crankNicolson_equation hL hτ]
    rfl
  rw [hcol]
  by_cases h : k = j
  · subst h
    have := hstep k
    simp only [explicitFactor, Matrix.sub_apply, Matrix.smul_apply, Matrix.one_apply_eq,
      smul_eq_mul]
    linarith
  · have := hL.offDiag k j h
    simp only [explicitFactor, Matrix.sub_apply, Matrix.smul_apply, Matrix.one_apply_ne h,
      smul_eq_mul]
    nlinarith [mul_nonneg hτ (neg_nonneg.2 this)]
```

Here `hcol` extracts the column equation, and the case split on `k = j` treats the two kinds of entry of B. The hypothesis `hstep` appears only in the diagonal case.

The bound is sufficient for every L, but a particular L may tolerate longer steps. Symmetric exchange, L = k[1 −1; −1 1] with k > 0, gives P_00 = 1/(1 + τk) and P_01 = τk/(1 + τk), which are nonnegative for every τ ≥ 0. Irreversible decay does not tolerate them, as the last theorem below shows.

## The initial data: a bounded field or a probability distribution

If a ≤ u_j ≤ b for all j, then (Pu)_i = Σ_j P_ij u_j is a weighted average of the old values, so it also lies between a and b.

```lean
/-- For a generator `L` and `τ ≥ 0` with `τ L_jj ≤ 2` at every site, a Crank-Nicolson step
keeps a field `u` with values between `a` and `b` between `a` and `b`. -/
theorem crankNicolson_bounds {L : Matrix n n ℝ} (hL : IsGenerator L) {τ : ℝ}
    (hτ : 0 ≤ τ) (hstep : ∀ j, τ * L j j ≤ 2) {u : n → ℝ} {a b : ℝ}
    (hu : ∀ j, a ≤ u j ∧ u j ≤ b) (i : n) :
    a ≤ (crankNicolson τ L *ᵥ u) i ∧ (crankNicolson τ L *ᵥ u) i ≤ b := by
  obtain ⟨-, hpos, hone⟩ := crankNicolson_stochastic hL hτ hstep
  -- the new value is a weighted average of the old ones
  have hc : ∀ c : ℝ, ∑ j, crankNicolson τ L i j * c = c := by
    intro c
    rw [← Finset.sum_mul, hone i, one_mul]
  change a ≤ ∑ j, crankNicolson τ L i j * u j ∧ ∑ j, crankNicolson τ L i j * u j ≤ b
  constructor
  · rw [← hc a]
    exact Finset.sum_le_sum fun j _ => mul_le_mul_of_nonneg_left (hu j).1 (hpos i j)
  · rw [← hc b]
    exact Finset.sum_le_sum fun j _ => mul_le_mul_of_nonneg_left (hu j).2 (hpos i j)
```

The auxiliary `hc` says that averaging a constant returns it; the two bounds then follow term by term.

For a row p obeying dp/dt = −pL, the Crank-Nicolson step p′ solves p′A = pB, so p′ = pBA⁻¹. Since A and B are both polynomials in L, they commute, and p′ = pA⁻¹B = pP. If p has nonnegative entries and sum 1, the entries Σ_i p_i P_ij of pP are nonnegative, and

Σ_j Σ_i p_i P_ij = Σ_i p_i Σ_j P_ij = Σ_i p_i = 1.

Repeating this N times gives the statement for pPᴺ. The Lean proof is an induction on N, with `Finset.sum_comm` exchanging the sums. The conditions on p are needed already at N = 0, where the conclusion is the hypothesis itself.

```lean
/-- For a generator `L` and `τ ≥ 0` with `τ L_jj ≤ 2` at every site, any number `N` of
Crank-Nicolson steps turns a probability distribution `p` (a row vector) into another one. -/
theorem crankNicolson_probability {L : Matrix n n ℝ} (hL : IsGenerator L) {τ : ℝ}
    (hτ : 0 ≤ τ) (hstep : ∀ j, τ * L j j ≤ 2) {p : n → ℝ} (hp : ∀ i, 0 ≤ p i)
    (hp1 : ∑ i, p i = 1) (N : ℕ) :
    (∀ j, 0 ≤ (p ᵥ* crankNicolson τ L ^ N) j) ∧
      ∑ j, (p ᵥ* crankNicolson τ L ^ N) j = 1 := by
  obtain ⟨-, hpos, hone⟩ := crankNicolson_stochastic hL hτ hstep
  induction N with
  | zero => simpa using And.intro hp hp1
  | succ N ih =>
    rw [pow_succ, ← Matrix.vecMul_vecMul]
    generalize p ᵥ* crankNicolson τ L ^ N = q at ih ⊢
    change (∀ j, 0 ≤ ∑ i, q i * crankNicolson τ L i j) ∧
      ∑ j, ∑ i, q i * crankNicolson τ L i j = 1
    refine ⟨fun j => Finset.sum_nonneg fun i _ => mul_nonneg (ih.1 i) (hpos i j), ?_⟩
    rw [Finset.sum_comm]
    simp only [← Finset.mul_sum, hone, mul_one]
    exact ih.2
```

As an instance, let L = [2 −2; −1 1] and τ = 1, so that the largest τL_jj is exactly 2. Then

A = [2 −1; −1/2 3/2], B = [0 1; 1/2 1/2],

A⁻¹ = [3/5 2/5; 1/5 4/5],

P = A⁻¹B = [1/5 4/5; 2/5 3/5].

Starting from p = (1, 0), one step gives (1/5, 4/5) and two steps give (9/25, 16/25). The stationary distribution is (1/3, 2/3).

A common error is to multiply on the wrong side. Treating the same p as a column gives Pp = (1/5, 2/5), whose sum is 3/5. The entries are still nonnegative, so a check of signs alone would miss it. In Lean the two products are distinct: `*ᵥ` acts on columns and `ᵥ*` on rows.

## Decay with τk > 2: the constant 2 is the largest possible

For decay from state 0 to state 1, L = [k −k; 0 0] with k ≥ 0. The condition on k says that the decay rate is not negative, which makes L a generator.

```lean
/-- The two-state rate matrix in which state 0 decays into state 1 at rate `k`, with no
return. -/
def decay (k : ℝ) : Matrix (Fin 2) (Fin 2) ℝ := !![k, -k; 0, 0]

/-- The decay matrix with rate `k ≥ 0` is a generator. -/
theorem decay_witness {k : ℝ} (hk : 0 ≤ k) : IsGenerator (decay k) := by
  constructor
  · intro i j hij
    fin_cases i <;> fin_cases j <;> simp_all [decay]
  · intro i
    fin_cases i <;> simp [decay, Fin.sum_univ_two]
```

The second row of A is (0 1) and B_10 = 0, so AP = B gives P_10 = 0. Its upper left entry then reads

(1 + τk/2) P_00 = 1 − τk/2.

The factor on the left is positive, so P_00 ≥ 0 forces τk ≤ 2. Conversely, τk ≤ 2 is the diagonal bound for this L, and the general theorem gives nonnegativity of every entry.

```lean
/-- Sharpness of the step bound: for two-state decay with rate `k ≥ 0` and `τ ≥ 0`, the
Crank-Nicolson propagator has nonnegative entries exactly when `τ k ≤ 2`. -/
theorem decay_nonneg_iff {k τ : ℝ} (hk : 0 ≤ k) (hτ : 0 ≤ τ) :
    (∀ i j, 0 ≤ crankNicolson τ (decay k) i j) ↔ τ * k ≤ 2 := by
  constructor
  · intro h
    have heq := crankNicolson_equation (decay_witness hk) hτ
    -- state 1 never feeds state 0
    have h10 : crankNicolson τ (decay k) 1 0 = 0 := by
      have h := congrFun (congrFun heq 1) 0
      simpa [implicitFactor, explicitFactor, decay, Matrix.mul_apply, Fin.sum_univ_two]
        using h
    -- the survival entry carries the sign of `1 - τ k / 2`
    have h00 : (1 + τ / 2 * k) * crankNicolson τ (decay k) 0 0 = 1 - τ / 2 * k := by
      have h := congrFun (congrFun heq 0) 0
      rw [Matrix.mul_apply, Fin.sum_univ_two, h10, mul_zero, add_zero] at h
      simpa [implicitFactor, explicitFactor, decay] using h
    have hfac : 0 ≤ 1 + τ / 2 * k := by positivity
    have hprod := mul_nonneg hfac (h 0 0)
    rw [h00] at hprod
    linarith
  · intro h
    refine (crankNicolson_stochastic (decay_witness hk) hτ fun j => ?_).2.1
    fin_cases j
    · simpa [decay] using h
    · simp [decay]

end

end CrankNicolsonMarkov
```

`h10` and `h00` are the two entries of AP = B used above. Since τk can take any value above 2, no larger constant would serve for all generators.

```lean
#print axioms CrankNicolsonMarkov.crankNicolson_bounds
#print axioms CrankNicolsonMarkov.crankNicolson_probability
#print axioms CrankNicolsonMarkov.decay_nonneg_iff
```

```
'CrankNicolsonMarkov.crankNicolson_bounds' depends on axioms: [propext, Classical.choice, Quot.sound]
'CrankNicolsonMarkov.crankNicolson_probability' depends on axioms: [propext, Classical.choice, Quot.sound]
'CrankNicolsonMarkov.decay_nonneg_iff' depends on axioms: [propext, Classical.choice, Quot.sound]
```
